# For a continuous potential W, r W(r) tends to zero as r → 0⁺

The lemma says that a potential `W`, multiplied by the distance `r`, vanishes as `r` tends to zero from above. Here `W` is a real-valued function continuous on the whole real line, so it is finite at the origin, and a bare Coulomb singularity is not covered. No wavefunction or Hamiltonian enters the statement. The attempt takes the continuity of the product of the identity and `W`, reads off its limit at zero, restricts that limit to positive `r`, and leaves `simpa` to match the result to the goal.

The first attempt, which Lean rejects:

```lean
import Mathlib

open Filter Topology

namespace KimballCusp

noncomputable section

/-- A continuous potential `W` satisfies `r W(r) → 0` as `r → 0⁺`. -/
lemma tendsto_mul_of_continuous {W : ℝ → ℝ} (hW : Continuous W) :
    Tendsto (fun r => r * W r) (𝓝[>] 0) (𝓝 0) := by
  have h := ((continuous_id.mul hW).tendsto 0).mono_left
    (nhdsWithin_le_nhds (s := Set.Ioi (0 : ℝ)))
  simpa using h

end

end KimballCusp
```

The compiler's answer:

```
Main.lean:14:2: error: Type mismatch: After simplification, term
  h
 has type
  @Tendsto ℝ ℝ (id * W) (𝓝[>] 0) (𝓝 0)
but is expected to have type
  @Tendsto ℝ ℝ (fun r => r * W r) (𝓝[>] 0) (𝓝 0)
```

What went wrong. The message shows that `simpa` brought the limit to `𝓝 0`, as wanted, but left the function as `id * W`, where the goal has `fun r => r * W r`. The first is a product of functions, the second a function written out point by point. They are equal by definition, but simplification did not unfold the unapplied product, and the final comparison in `simpa` did not identify the two forms.

The repair states the continuity of `fun r : ℝ => r * W r` as `hc`. Lean accepts `continuous_id.mul hW` as its proof, because checking it against the stated type unfolds the product and the identity. The limit `h` then has the goal's function from the start, with its value at zero written as `0 * W 0`. Rewriting with `zero_mul` turns that value into `0`, and `rwa` closes the goal with `h`. Dropping the explicit `(s := Set.Ioi (0 : ℝ))` is mere tidying, since the stated type of `h` now fixes the set.

Lean accepts the file once it reads:

```diff
@@ -10,7 +10,8 @@
 lemma tendsto_mul_of_continuous {W : ℝ → ℝ} (hW : Continuous W) :
     Tendsto (fun r => r * W r) (𝓝[>] 0) (𝓝 0) := by
-  have h := ((continuous_id.mul hW).tendsto 0).mono_left
-    (nhdsWithin_le_nhds (s := Set.Ioi (0 : ℝ)))
-  simpa using h
+  have hc : Continuous fun r : ℝ => r * W r := continuous_id.mul hW
+  have h : Tendsto (fun r => r * W r) (𝓝[>] 0) (𝓝 (0 * W 0)) :=
+    (hc.tendsto 0).mono_left nhdsWithin_le_nhds
+  rwa [zero_mul] at h
 
 end
```
